# A nonzero a-periodic q ≥ 0 with ∫₀ᵃ q dx < 4/a leaves u″ + qu = 0 without nonzero real Bloch solutions

## Definitions and claim

Let a > 0, and let q be a continuous real function with q ≥ 0 and q(x+a) = q(x), not identically zero. Assume throughout that

∫₀ᵃ q dx < 4/a.

A real Bloch solution is a real function u with u″ + qu = 0 and u(x+a) = λu(x) for all x, where the Bloch factor λ is real. The claim is that u = 0 everywhere. It follows that all real solutions of the equation are bounded.

In units with ħ = 1 and particle mass 1/2, u″ + qu = 0 is the Schrödinger equation at energy zero in the potential −q. For one particle in such a one-dimensional periodic potential, the result places energy zero inside an allowed band.

## Why a real Bloch solution vanishes

**A node exists.** Suppose u has no zero. Then λ ≠ 0, since u(a) = λu(0). Also u′(x+a) = λu′(x), so w = u′/u is periodic. It satisfies

w′ = u″/u − (u′/u)² = −(q + w²).

Integration over a period gives

0 = w(0) − w(a) = ∫₀ᵃ (q + w²) dx > 0,

because q is continuous, nonnegative and positive somewhere in the period. This is a contradiction.

**The node forces u = 0.** Let u(c) = 0; then u(c+a) = λu(c) = 0. If u is positive somewhere between, it has a maximum M > 0 at an interior point m. By the mean value theorem there are s in (c, m) and t in (m, c+a) with

u′(s) = M/(m−c), u′(t) = −M/(c+a−m).

The two lengths p = m−c and r = c+a−m add up to a, so pr ≤ a²/4 and 1/p + 1/r = a/(pr) ≥ 4/a. Hence u′(s) − u′(t) ≥ 4M/a. But the equation gives

u′(s) − u′(t) = ∫ₛᵗ qu dx ≤ M ∫₀ᵃ q dx < 4M/a,

a contradiction. The same argument for −u shows that u = 0 on [c, c+a]. If λ ≠ 0, the Bloch relation carries the zeros to every other cell; if λ = 0, then u(x) = 0·u(x−a) = 0.

## From Bloch solutions to bounded solutions

Now let u and v be the solutions with u(0) = 1, u′(0) = 0, v(0) = 0, v′(0) = 1. The Wronskian of any two solutions is constant, since its derivative is uv″ − u″v = −quv + quv = 0. For this pair, uv′ − u′v = 1. For any solution y,

y = u(yv′ − y′v) − v(yu′ − y′u) = y(0)u + y′(0)v.

The translate y(x+a) is also a solution, so y(x+a) = y(a)u(x) + y′(a)v(x).

The monodromy matrix, which takes (y(0), y′(0)) to (y(a), y′(a)), has determinant 1 and trace D = u(a) + v′(a), the Hill discriminant. If |D| ≥ 2, then l² − Dl + 1 = 0 has a real root l. When v(a) = 0, v itself is a Bloch solution with factor v′(a). Otherwise f = v(a)u + (l − u(a))v has factor l: in f(x+a), the coefficient of u is l·v(a), and that of v is

v(a)u′(a) + (l − u(a))v′(a) = l·v′(a) − 1 = l(l − u(a)).

Neither function is zero, since v′(0) = 1 and f(0) = v(a). So |D| < 2.

By Cayley–Hamilton, y(x+2a) − Dy(x+a) + y(x) has zero initial data, hence vanishes. Substituting this recurrence shows that

Q(x) = y(x+a)² − Dy(x+a)y(x) + y(x)²

is periodic. Being continuous, it has a bound C. Completing the square,

Q(x) = (y(x+a) − Dy(x)/2)² + (1 − D²/4)y(x)²,

so y(x)² ≤ C/(1 − D²/4).

## The case q = 1, and the failure at q = 0

For q = 1 and a = 1 the integral is 1 < 4, and D = 2 cos 1 ≈ 1.081. With y = cos x, Q has the constant value sin² 1, which is also 1 − D²/4. The bound is therefore |y| ≤ 1, which is sharp.

If q = 0 is allowed, both conclusions fail: u = 1 is a Bloch solution with λ = 1, and y = x is unbounded.

## The development in Lean

```lean
import Mathlib

open Set

namespace LyapunovStability
```

The derivative is carried as a separate function `du`. With q continuous, the two conditions make u a C² function.

```lean
/-- `u` is a real solution of `u'' + q u = 0` on the line, with derivative `du`. -/
def IsSolution (q u du : ℝ → ℝ) : Prop :=
  (∀ x, HasDerivAt u (du x) x) ∧ ∀ x, HasDerivAt du (-(q x * u x)) x
```

The conditions on q are collected in one structure. The integral bound stays a separate hypothesis, `hL`.

```lean
/-- `q` is continuous, nonnegative, periodic with period `a > 0`, and not identically zero. -/
structure PeriodicWell (q : ℝ → ℝ) (a : ℝ) : Prop where
  pos : 0 < a
  cont : Continuous q
  nonneg : ∀ x, 0 ≤ q x
  periodic : Function.Periodic q a
  nonzero : ∃ x, q x ≠ 0
```

The next structure describes the pair with unit initial data. Its existence is assumed where it is used; it stands for the standard solvability of a linear initial value problem.

```lean
/-- Two solutions `u`, `v` with initial data `(1, 0)` and `(0, 1)` at the origin. -/
structure FundamentalPair (q u du v dv : ℝ → ℝ) : Prop where
  sol_u : IsSolution q u du
  sol_v : IsSolution q v dv
  u0 : u 0 = 1
  du0 : du 0 = 0
  v0 : v 0 = 0
  dv0 : dv 0 = 1
```

The Wronskian has derivative zero, so it is constant. In the code `lam` is λ.

```lean
variable {q u du v dv y dy : ℝ → ℝ} {a lam : ℝ}

/-- The Wronskian of two solutions has the same value everywhere. -/
theorem wronskian_const (hu : IsSolution q u du) (hv : IsSolution q v dv) (x : ℝ) :
    u x * dv x - du x * v x = u 0 * dv 0 - du 0 * v 0 := by
  have h : ∀ x, HasDerivAt (fun x => u x * dv x - du x * v x) 0 x := fun x =>
    (((hu.1 x).fun_mul (hv.2 x)).fun_sub ((hu.2 x).fun_mul (hv.1 x))).congr_deriv (by ring)
  exact is_const_of_deriv_eq_zero (fun x => (h x).differentiableAt) (fun x => (h x).deriv) x 0
```

The function u is assumed differentiable everywhere, with derivative `du`. The mean value theorem is applied on each side of `m`; `key` is the inequality 1/p + 1/r ≥ 4/a.

```lean
/-- A function that vanishes at both ends of an interval of length `a` and has height `u m ≥ 0`
inside it has a slope that drops by at least `4 u m / a` between two interior points. -/
theorem slope_drop (hu : ∀ x, HasDerivAt u (du x) x) {c m : ℝ} (hm : m ∈ Ioo c (c + a))
    (h0 : u c = 0) (h1 : u (c + a) = 0) (hpos : 0 ≤ u m) :
    ∃ s t, c < s ∧ s < t ∧ t < c + a ∧ u m * (4 / a) ≤ du s - du t := by
  have hc : Continuous u := continuous_iff_continuousAt.2 fun x => (hu x).continuousAt
  obtain ⟨s, hs, es⟩ := exists_hasDerivAt_eq_slope u du hm.1 hc.continuousOn (fun x _ => hu x)
  obtain ⟨t, ht, et⟩ := exists_hasDerivAt_eq_slope u du hm.2 hc.continuousOn (fun x _ => hu x)
  refine ⟨s, t, hs.1, hs.2.trans ht.1, ht.2, ?_⟩
  have hp : 0 < m - c := sub_pos.2 hm.1
  have hr : 0 < c + a - m := sub_pos.2 hm.2
  have ha : 0 < a := by linarith
  have key : 4 / a ≤ 1 / (m - c) + 1 / (c + a - m) := by
    rw [div_add_div _ _ hp.ne' hr.ne', div_le_div_iff₀ ha (mul_pos hp hr)]
    nlinarith [sq_nonneg (2 * m - 2 * c - a)]
  rw [es, et, h0, h1]
  calc u m * (4 / a) ≤ u m * (1 / (m - c) + 1 / (c + a - m)) :=
        mul_le_mul_of_nonneg_left key hpos
    _ = (u m - 0) / (m - c) - (0 - u m) / (c + a - m) := by ring
```

In the node argument, `hw` is the equation for w, `hper` its periodicity, and `hpos` the positive integral.

```lean
/-- For `q` as in `PeriodicWell`, every solution of `u'' + q u = 0` with a real Bloch factor has a
zero. -/
theorem bloch_has_node (hq : PeriodicWell q a) (hu : IsSolution q u du)
    (hB : ∀ x, u (x + a) = lam * u x) : ∃ c, u c = 0 := by
  by_contra! h
  have hd : du (0 + a) = lam * du 0 :=
    ((hu.1 (0 + a)).comp_add_const 0 a).unique
      (by simpa only [hB] using (hu.1 0).const_mul lam)
  have hb := hB 0
  rw [zero_add] at hd hb
  have hl : lam ≠ 0 := by
    rintro rfl
    exact h a (by rw [hb, zero_mul])
  -- Riccati equation for the logarithmic derivative
  have hw : ∀ x, HasDerivAt (fun x => du x / u x) (-(q x + (du x / u x) ^ 2)) x := fun x =>
    ((hu.2 x).fun_div (hu.1 x) (h x)).congr_deriv (by
      have := h x
      field_simp
      ring)
  have hwc : Continuous fun x => du x / u x :=
    continuous_iff_continuousAt.2 fun x => (hw x).continuousAt
  have hc : Continuous fun x => q x + (du x / u x) ^ 2 := hq.cont.add (hwc.pow 2)
  have hI := intervalIntegral.integral_eq_sub_of_hasDerivAt (a := 0) (b := a)
    (fun x _ => (hw x).fun_neg.congr_deriv (neg_neg _)) (hc.intervalIntegrable 0 a)
  have hper : du a / u a = du 0 / u 0 := by rw [hd, hb, mul_div_mul_left _ _ hl]
  obtain ⟨z, hz⟩ := hq.nonzero
  obtain ⟨c, hc1, hc2⟩ := hq.periodic.exists_mem_Ico₀ hq.pos z
  have hqc : 0 < q c := lt_of_le_of_ne (hq.nonneg c) (by rw [← hc2]; exact hz.symm)
  have hpos : 0 < ∫ x in (0 : ℝ)..a, (q x + (du x / u x) ^ 2) :=
    intervalIntegral.integral_pos hq.pos hc.continuousOn
      (fun x _ => add_nonneg (hq.nonneg x) (sq_nonneg _))
      ⟨c, ⟨hc1.1, hc1.2.le⟩, add_pos_of_pos_of_nonneg hqc (sq_nonneg _)⟩
  linarith
```

Here `key` shows that a solution vanishing at both ends of the cell is nowhere positive in it. It is applied to u and −u, and the final case split on `lam` extends the result to the line.

```lean
/-- For `q` as in `PeriodicWell`, with integral over a period below `4 / a`, a solution of `u'' + q
u = 0` with a real Bloch factor that has a node vanishes identically. -/
theorem bloch_zero_of_node (hq : PeriodicWell q a) (hL : ∫ x in (0 : ℝ)..a, q x < 4 / a)
    (hu : IsSolution q u du) (hB : ∀ x, u (x + a) = lam * u x) {c : ℝ} (hc : u c = 0) (x : ℝ) :
    u x = 0 := by
  have ha := hq.pos
  have key : ∀ w dw : ℝ → ℝ, IsSolution q w dw → w c = 0 → w (c + a) = 0 →
      ∀ x ∈ Icc c (c + a), w x ≤ 0 := by
    intro w dw hw h0 h1 x hx
    have hwc : Continuous w := continuous_iff_continuousAt.2 fun x => (hw.1 x).continuousAt
    obtain ⟨m, hm, hmax⟩ := isCompact_Icc.exists_isMaxOn ⟨x, hx⟩ hwc.continuousOn
    have hle : ∀ z ∈ Icc c (c + a), w z ≤ w m := fun z hz => hmax hz
    by_contra! hx0
    have hM : 0 < w m := hx0.trans_le (hle x hx)
    have hmc : c ≠ m := by rintro rfl; linarith
    have hma : m ≠ c + a := by rintro rfl; linarith
    obtain ⟨s, t, hs, hst, ht, hdrop⟩ := slope_drop hw.1
      ⟨lt_of_le_of_ne hm.1 hmc, lt_of_le_of_ne hm.2 hma⟩ h0 h1 hM.le
    -- the equation limits the drop of the slope
    have e := intervalIntegral.integral_eq_sub_of_hasDerivAt (a := s) (b := t)
      (fun x _ => (hw.2 x).fun_neg.congr_deriv (neg_neg _))
      ((hq.cont.mul hwc).intervalIntegrable s t)
    have i1 : ∫ x in s..t, q x * w x ≤ ∫ x in s..t, q x * w m :=
      intervalIntegral.integral_mono_on hst.le ((hq.cont.mul hwc).intervalIntegrable s t)
        ((hq.cont.mul continuous_const).intervalIntegrable s t)
        (fun z hz => mul_le_mul_of_nonneg_left
          (hle z ⟨hs.le.trans hz.1, hz.2.trans ht.le⟩) (hq.nonneg z))
    rw [intervalIntegral.integral_mul_const] at i1
    have i2 : ∫ x in s..t, q x ≤ ∫ x in c..(c + a), q x :=
      intervalIntegral.integral_mono_interval hs.le hst.le ht.le
        (Filter.Eventually.of_forall hq.nonneg) (hq.cont.intervalIntegrable _ _)
    rw [hq.periodic.intervalIntegral_add_eq c 0, zero_add] at i2
    have i3 := mul_lt_mul_of_pos_right (i2.trans_lt hL) hM
    linarith
  have hca : u (c + a) = 0 := by rw [hB, hc, mul_zero]
  have hcell : ∀ x ∈ Icc c (c + a), u x = 0 := fun x hx => by
    have h1 := key u du hu hc hca x hx
    have h2 := key (fun x => -u x) (fun x => -du x)
      ⟨fun x => (hu.1 x).fun_neg, fun x => (hu.2 x).fun_neg.congr_deriv (by ring)⟩
      (by simp [hc]) (by simp [hca]) x hx
    linarith
  -- from one cell to the whole line
  by_cases hl : lam = 0
  · have h := hB (x - a)
    rwa [sub_add_cancel, hl, zero_mul] at h
  · have hP : Function.Periodic (fun x => u x = 0) a := fun x => by simp [hB, hl]
    obtain ⟨z, hz, e⟩ := hP.exists_mem_Ico ha x c
    exact Eq.mpr e (hcell z ⟨hz.1, hz.2.le⟩)
```

The two lemmas combine into the main claim, which needs no fundamental pair.

```lean
/-- For `q` as in `PeriodicWell`, with integral over a period below `4 / a`, the only solution of
`u'' + q u = 0` with a real Bloch factor is zero. -/
theorem no_real_bloch_solution (hq : PeriodicWell q a) (hL : ∫ x in (0 : ℝ)..a, q x < 4 / a)
    (hu : IsSolution q u du) (hB : ∀ x, u (x + a) = lam * u x) : ∀ x, u x = 0 := by
  obtain ⟨c, hc⟩ := bloch_has_node hq hu hB
  exact bloch_zero_of_node hq hL hu hB hc
```

The expansion is obtained from three Wronskians, for the solution and for its slope.

```lean
/-- Every solution is the combination of the fundamental pair fixed by its initial data. -/
theorem expansion (F : FundamentalPair q u du v dv) (hy : IsSolution q y dy) (x : ℝ) :
    y x = y 0 * u x + dy 0 * v x ∧ dy x = y 0 * du x + dy 0 * dv x := by
  have W := wronskian_const F.sol_u F.sol_v x
  have W1 := wronskian_const hy F.sol_u x
  have W2 := wronskian_const hy F.sol_v x
  simp only [F.u0, F.du0, F.v0, F.dv0] at W W1 W2
  constructor
  · linear_combination u x * W2 - v x * W1 - y x * W
  · linear_combination du x * W2 - dv x * W1 - dy x * W
```

Periodicity of q makes the translate a solution, to which the expansion applies.

```lean
/-- A solution translated by one period is the combination of the fundamental pair fixed by the
values of the solution and its slope at `a`. -/
theorem translation (hq : Function.Periodic q a) (F : FundamentalPair q u du v dv)
    (hy : IsSolution q y dy) (x : ℝ) : y (x + a) = y a * u x + dy a * v x := by
  have hs : IsSolution q (fun x => y (x + a)) (fun x => dy (x + a)) :=
    ⟨fun x => (hy.1 (x + a)).comp_add_const x a, fun x =>
      ((hy.2 (x + a)).comp_add_const x a).congr_deriv (by rw [hq x])⟩
  simpa only [zero_add] using (expansion F hs x).1
```

The discriminant bound follows the eigenvalue argument, with the same split on `v a = 0`.

```lean
/-- For `q` as in `PeriodicWell`, with integral over a period below `4 / a`, and a fundamental pair
`u`, `v`, the Hill discriminant `u(a) + v'(a)` lies strictly between `-2` and `2`. -/
theorem abs_discriminant_lt_two (hq : PeriodicWell q a) (hL : ∫ x in (0 : ℝ)..a, q x < 4 / a)
    (F : FundamentalPair q u du v dv) : |u a + dv a| < 2 := by
  by_contra! hD
  have h4 : 4 ≤ (u a + dv a) ^ 2 := by nlinarith [sq_abs (u a + dv a)]
  have W := wronskian_const F.sol_u F.sol_v a
  simp only [F.u0, F.du0, F.v0, F.dv0] at W
  have tu := translation hq.periodic F F.sol_u
  have tv := translation hq.periodic F F.sol_v
  -- a real eigenvalue of the monodromy matrix
  obtain ⟨l, hl⟩ : ∃ l : ℝ, l ^ 2 - (u a + dv a) * l + 1 = 0 :=
    ⟨((u a + dv a) + √((u a + dv a) ^ 2 - 4)) / 2, by
      have h := Real.sq_sqrt (show 0 ≤ (u a + dv a) ^ 2 - 4 by linarith)
      linear_combination h / 4⟩
  by_cases hv : v a = 0
  · have hz := no_real_bloch_solution (lam := dv a) hq hL F.sol_v
      (fun x => by rw [tv x, hv]; ring)
    have h0 : v = fun _ => (0 : ℝ) := funext hz
    have h1 := F.sol_v.1 0
    rw [h0] at h1
    have h2 := h1.unique (hasDerivAt_const (0 : ℝ) (0 : ℝ))
    rw [F.dv0] at h2
    exact one_ne_zero h2
  · have hs : IsSolution q (fun x => v a * u x + (l - u a) * v x)
        (fun x => v a * du x + (l - u a) * dv x) :=
      ⟨fun x => ((F.sol_u.1 x).const_mul _).fun_add ((F.sol_v.1 x).const_mul _), fun x =>
        (((F.sol_u.2 x).const_mul _).fun_add ((F.sol_v.2 x).const_mul _)).congr_deriv (by ring)⟩
    have hz := no_real_bloch_solution (lam := l) hq hL hs
      (fun x => by
        simp only [tu x, tv x]
        linear_combination (-v x) * hl - v x * W) 0
    simp only [F.u0, F.v0] at hz
    exact hv (by linarith)
```

In the stability theorem, `hrec` is the recurrence, checked by substitution, and `hP` the periodicity of Q. The strict inequality in `hL` leaves out the borderline ∫₀ᵃ q dx = 4/a, which Lyapunov's classical criterion admits.

```lean
/-- For `q` as in `PeriodicWell`, with integral over a period below `4 / a`, and given a fundamental
pair, every real solution of `y'' + q y = 0` is bounded on the whole line. -/
theorem lyapunov_stability (hq : PeriodicWell q a) (hL : ∫ x in (0 : ℝ)..a, q x < 4 / a)
    (F : FundamentalPair q u du v dv) (hy : IsSolution q y dy) : ∃ K, ∀ x, |y x| ≤ K := by
  have hD := abs_lt.1 (abs_discriminant_lt_two hq hL F)
  have W := wronskian_const F.sol_u F.sol_v a
  simp only [F.u0, F.du0, F.v0, F.dv0] at W
  have t := translation hq.periodic F hy
  have hrec : ∀ x, y (x + a + a) = (u a + dv a) * y (x + a) - y x := fun x => by
    rw [t (x + a), translation hq.periodic F F.sol_u x, translation hq.periodic F F.sol_v x,
      t x, (expansion F hy a).1, (expansion F hy a).2, (expansion F hy x).1]
    linear_combination (-(y 0 * u x + dy 0 * v x)) * W
  generalize u a + dv a = D at hD hrec
  have hyc : Continuous y := continuous_iff_continuousAt.2 fun x => (hy.1 x).continuousAt
  -- a periodic, positive definite quadratic form in `y x` and `y (x + a)`
  have hP : Function.Periodic
      (fun x => y (x + a) ^ 2 - D * y (x + a) * y x + y x ^ 2) a := fun x => by
    simp only [hrec x]
    ring
  have hQc : Continuous (fun x => y (x + a) ^ 2 - D * y (x + a) * y x + y x ^ 2) := by
    fun_prop
  obtain ⟨C, hC⟩ := (isCompact_Icc (a := (0 : ℝ)) (b := a)).exists_bound_of_continuousOn
    hQc.continuousOn
  have hd : 0 < 1 - D ^ 2 / 4 := by nlinarith [mul_pos (sub_pos.2 hD.1) (sub_pos.2 hD.2)]
  refine ⟨√(C / (1 - D ^ 2 / 4)), fun x => Real.abs_le_sqrt ?_⟩
  obtain ⟨z, hz, e⟩ := hP.exists_mem_Ico₀ hq.pos x
  have hb := (le_abs_self _).trans (hC z ⟨hz.1, hz.2.le⟩)
  rw [← e] at hb
  rw [le_div_iff₀ hd]
  nlinarith [sq_nonneg (y (x + a) - D / 2 * y x)]
```

The last theorem confirms that q = 1, a = 1, with cosine and sine, satisfies all the assumptions.

```lean
/-- The constant function `q = 1` with period `1` meets the conditions on `q`, and cosine and
sine are its fundamental pair. -/
theorem constant_well_witness :
    PeriodicWell (fun _ => 1) 1 ∧ (∫ _x in (0 : ℝ)..1, (1 : ℝ)) < 4 / 1 ∧
      FundamentalPair (fun _ => 1) Real.cos (fun x => -Real.sin x) Real.sin Real.cos := by
  refine ⟨⟨one_pos, continuous_const, fun _ => zero_le_one, fun _ => rfl, 0, one_ne_zero⟩,
    by norm_num, ⟨⟨Real.hasDerivAt_cos, fun x => ?_⟩, ⟨Real.hasDerivAt_sin, fun x => ?_⟩,
      by simp, by simp, by simp, by simp⟩⟩
  · exact (Real.hasDerivAt_sin x).fun_neg.congr_deriv (by ring)
  · exact (Real.hasDerivAt_cos x).congr_deriv (by ring)

end LyapunovStability
```

```lean
#print axioms LyapunovStability.no_real_bloch_solution
#print axioms LyapunovStability.lyapunov_stability
```

```
'LyapunovStability.no_real_bloch_solution' depends on axioms: [propext, Classical.choice, Quot.sound]
'LyapunovStability.lyapunov_stability' depends on axioms: [propext, Classical.choice, Quot.sound]
```
